# A Gaussian correction can put a spurious well into an exponential core repulsion

Semiempirical methods such as AM1 and PM3 model the repulsion between two atomic cores by a parametrised function of their distance $R$. Here it is one decaying exponential plus one Gaussian,

$$f(R) = e^{-aR} + K e^{-L(R-M)^2}, \qquad a, K, L > 0.$$

Energies are measured in units of the exponential's prefactor. The decay constant $a$ is an inverse length, $K$ and $M$ are the height and centre of the Gaussian, and $L$, an inverse length squared, sets its width. The core terms of AM1 and PM3 also contain a bare Coulomb-like repulsion, and their exponentials and Gaussians carry Coulomb-like factors. They can also contain several Gaussians, some of them with negative height. All of this is left out here, as is the electronic energy.

```lean
import Mathlib

open Real Set

namespace GaussianCoreCorrection

noncomputable section
```

All parameters and $R$ itself are real numbers, so $f$ is defined for negative $R$ too; the extrema found below lie at positive distances.

```lean
/-- Core repulsion at distance `R`: an exponential plus a Gaussian correction of height `K`,
width parameter `L` and centre `M`. -/
def coreRepulsion (a K L M R : ℝ) : ℝ :=
  exp (-a * R) + K * exp (-L * (R - M) ^ 2)
```

## Slope and inflection point

Differentiating term by term gives

$$f'(R) = 2KL(M-R)\,e^{-L(R-M)^2} - a e^{-aR}.$$

The force along $R$ is $-f'$. Inside the centre, $R<M$, the Gaussian therefore pulls the atoms together while the exponential pushes them apart.

```lean
/-- The slope of the core repulsion: the Gaussian part minus the exponential part. -/
def slope (a K L M R : ℝ) : ℝ :=
  2 * K * L * (M - R) * exp (-L * (R - M) ^ 2) - a * exp (-a * R)
```

The second derivative of the Gaussian vanishes at $M \pm 1/\sqrt{2L}$. The inner of these points is called $r$, written `inflection L M` in Lean.

```lean
/-- The inner inflection point `M - 1/√(2L)` of the Gaussian, for `L > 0`. -/
def inflection (L M : ℝ) : ℝ := M - 1 / √(2 * L)
```

The formula for the slope is a definition, so it has to be shown to be the derivative. The chain rule is applied to each exponential, and `ring` matches the result with `slope`.

```lean
/-- The function `slope` is the derivative of the core repulsion. -/
theorem hasDerivAt_coreRepulsion (a K L M R : ℝ) :
    HasDerivAt (coreRepulsion a K L M) (slope a K L M R) R := by
  have h1 : HasDerivAt (fun x : ℝ => -a * x) (-a) R :=
    ((hasDerivAt_id' R).const_mul (-a)).congr_deriv (by ring)
  have h2 : HasDerivAt (fun x : ℝ => -L * (x - M) ^ 2) (-L * (2 * (R - M))) R :=
    ((((hasDerivAt_id' R).sub_const M).fun_pow 2).const_mul (-L)).congr_deriv (by simp)
  have h3 := h1.exp.fun_add (h2.exp.const_mul K)
  exact h3.congr_deriv (by unfold slope; ring)
```

At $r$ we have $M-r = 1/\sqrt{2L}$ and $L(r-M)^2 = 1/2$. The Gaussian part of the slope is then $K\sqrt{2L}\,e^{-1/2}$, which can be written with a single root:

$$\sqrt{2L/e} = \sqrt{2L}\,e^{-1/2}.$$

```lean
/-- For `L > 0`, the number `√(2L/e)` equals `√(2L) exp(-1/2)`. -/
theorem sqrt_div_e {L : ℝ} (hL : 0 < L) :
    √(2 * L / exp 1) = √(2 * L) * exp (-1 / 2) := by
  have h : 2 * L / exp 1 = 2 * L * exp (-1 / 2) ^ 2 := by
    rw [div_eq_mul_inv, ← exp_neg, pow_two, ← exp_add]
    norm_num
  rw [h, Real.sqrt_mul (by positivity), Real.sqrt_sq (exp_pos _).le]
```

Hence $f'(r) = K\sqrt{2L/e} - a e^{-ar}$. In the proof, `e1` evaluates the exponent and `e3` the prefactor.

```lean
/-- For `L > 0`, the slope at the inflection point of the Gaussian is
`K √(2L/e) - a exp(-ar)`. -/
theorem slope_inflection (a K M : ℝ) {L : ℝ} (hL : 0 < L) :
    slope a K L M (inflection L M)
      = K * √(2 * L / exp 1) - a * exp (-a * inflection L M) := by
  have h2L : 0 < 2 * L := by positivity
  have hs : 0 < √(2 * L) := Real.sqrt_pos.2 h2L
  have e1 : -L * (inflection L M - M) ^ 2 = -1 / 2 := by
    unfold inflection
    rw [show M - 1 / √(2 * L) - M = -(1 / √(2 * L)) by ring, neg_sq, div_pow, one_pow,
      Real.sq_sqrt h2L.le, mul_one_div, div_eq_iff h2L.ne']
    ring
  have e2 : 2 * L * (1 / √(2 * L)) = √(2 * L) := by
    rw [mul_one_div, div_eq_iff hs.ne']
    exact (Real.mul_self_sqrt h2L.le).symm
  have e3 : 2 * K * L * (M - inflection L M) = K * √(2 * L) := by
    unfold inflection
    linear_combination K * e2
  unfold slope
  rw [sqrt_div_e hL, e1, e3]
  ring
```

The Gaussian part of this slope, $K\sqrt{2L/e}$, is the largest slope that the Gaussian has at any distance. With $x = \sqrt{2L}\,(M-R)$ its slope is $K\sqrt{2L}\;x e^{-x^2/2}$, and

$$x \le \tfrac12(x^2+1) \le e^{(x^2-1)/2},$$

by $(x-1)^2 \ge 0$ and $1+u \le e^u$. Multiplying by $e^{-x^2/2}$ gives $x e^{-x^2/2} \le e^{-1/2}$.

```lean
/-- For `K, L > 0`, the slope of the Gaussian correction is nowhere larger than `K √(2L/e)`. -/
theorem gaussian_slope_le {K L : ℝ} (hK : 0 < K) (hL : 0 < L) (M R : ℝ) :
    2 * K * L * (M - R) * exp (-L * (R - M) ^ 2) ≤ K * √(2 * L / exp 1) := by
  have hsq : √(2 * L) ^ 2 = 2 * L := Real.sq_sqrt (by positivity)
  -- the elementary bound x ≤ (x² + 1)/2 ≤ exp((x² - 1)/2) with x = √(2L) (M - R)
  have hx : √(2 * L) * (M - R) ≤ exp (L * (R - M) ^ 2 - 1 / 2) := by
    have h1 := add_one_le_exp (L * (R - M) ^ 2 - 1 / 2)
    have h2 := sq_nonneg (√(2 * L) * (M - R) - 1)
    have h3 : (√(2 * L) * (M - R)) ^ 2 = 2 * L * (R - M) ^ 2 := by
      rw [mul_pow, hsq]
      ring
    linarith [show (√(2 * L) * (M - R) - 1) ^ 2
      = (√(2 * L) * (M - R)) ^ 2 - 2 * (√(2 * L) * (M - R)) + 1 by ring]
  have hE : √(2 * L) * (M - R) * exp (-L * (R - M) ^ 2) ≤ exp (-1 / 2) := by
    refine (mul_le_mul_of_nonneg_right hx (exp_pos _).le).trans_eq ?_
    rw [← exp_add]
    congr 1
    ring
  have h := mul_le_mul_of_nonneg_left hE (mul_nonneg hK.le (Real.sqrt_nonneg (2 * L)))
  rw [sqrt_div_e hL]
  linear_combination h - K * (M - R) * exp (-L * (R - M) ^ 2) * hsq
```

## The sign of the slope

For $R \ge M$ the Gaussian part of the slope is zero or negative and the exponential part is strictly negative, so $f'(R) < 0$.

```lean
/-- For `a, K, L > 0` the repulsion falls at every distance from the Gaussian centre outwards. -/
theorem slope_neg_of_le {a K L M R : ℝ} (ha : 0 < a) (hK : 0 < K) (hL : 0 < L)
    (h : M ≤ R) : slope a K L M R < 0 := by
  have h1 : 0 ≤ 2 * K * L * (R - M) * exp (-L * (R - M) ^ 2) :=
    mul_nonneg (mul_nonneg (by positivity) (sub_nonneg.2 h)) (exp_pos _).le
  have h2 := mul_pos ha (exp_pos (-a * R))
  unfold slope
  linarith [show 2 * K * L * (M - R) * exp (-L * (R - M) ^ 2)
    = -(2 * K * L * (R - M) * exp (-L * (R - M) ^ 2)) by ring]
```

For $R < M$ both parts have positive magnitude, and $f'(R)$ has the sign of the logarithm of their ratio,

$$g(R) = \log\frac{2KL}{a} + \log(M-R) - L(R-M)^2 + aR, \qquad g''(R) = -\frac{1}{(M-R)^2} - 2L < 0.$$

So $g$ is strictly concave: if it is nonnegative at $x$ and $z$, it is positive at every $y$ strictly between them.

The Lean proof uses the concavity inequality directly, without second derivatives. The step `key` writes both parts of the slope as exponentials, so that their exponents can be compared. Then $y = sx + tz$ with $s,t>0$ and $s+t=1$. Strict concavity of the logarithm gives `hlog`, and convexity of the square gives `hq`, from

$$s(x-M)^2 + t(z-M)^2 - (y-M)^2 = st(x-z)^2 \ge 0.$$

```lean
/-- Let `a, K, L > 0`. If the slope is nonnegative at two distances inside the Gaussian centre,
it is positive at every distance strictly between them. -/
theorem slope_pos_between {a K L M x y z : ℝ} (ha : 0 < a) (hK : 0 < K) (hL : 0 < L)
    (hxy : x < y) (hyz : y < z) (hzM : z < M)
    (hx : 0 ≤ slope a K L M x) (hz : 0 ≤ slope a K L M z) : 0 < slope a K L M y := by
  -- write both parts of the slope as exponentials and compare the exponents
  have key : ∀ R, R < M → slope a K L M R =
      exp (log (2 * K * L) + log (M - R) + -L * (R - M) ^ 2) - exp (log a + -a * R) := by
    intro R hR
    rw [exp_add, exp_add, exp_add, exp_log (by positivity), exp_log (sub_pos.2 hR), exp_log ha]
    rfl
  rw [key _ (by linarith), sub_nonneg, exp_le_exp] at hx hz
  rw [key _ (by linarith), sub_pos, exp_lt_exp]
  have hne : z - x ≠ 0 := by linarith
  obtain ⟨s, t, hs, ht, hst, hy⟩ :
      ∃ s t : ℝ, 0 < s ∧ 0 < t ∧ s + t = 1 ∧ s * x + t * z = y := by
    refine ⟨(z - y) / (z - x), (y - x) / (z - x), div_pos (by linarith) (by linarith),
      div_pos (by linarith) (by linarith), ?_, ?_⟩
    · rw [← add_div, div_eq_iff hne]
      ring
    · rw [div_mul_eq_mul_div, div_mul_eq_mul_div, ← add_div, div_eq_iff hne]
      ring
  -- the logarithm is strictly concave, the square is convex
  have hxM : x < M := hxy.trans (hyz.trans hzM)
  have mx : M - x ∈ Ioi (0 : ℝ) := mem_Ioi.2 (sub_pos.2 hxM)
  have mz : M - z ∈ Ioi (0 : ℝ) := mem_Ioi.2 (sub_pos.2 hzM)
  have hxz : M - x ≠ M - z := by
    intro h
    apply hne
    linarith
  have hlog := strictConcaveOn_log_Ioi.2 mx mz hxz hs ht hst
  simp only [smul_eq_mul] at hlog
  rw [show s * (M - x) + t * (M - z) = M - y by linear_combination M * hst - hy] at hlog
  have hq : (y - M) ^ 2 ≤ s * (x - M) ^ 2 + t * (z - M) ^ 2 := by
    have hp := mul_nonneg (mul_pos hs ht).le (sq_nonneg (x - z))
    have ht' : t = 1 - s := by linarith
    rw [← hy]
    rw [ht'] at hp ⊢
    nlinarith [hp]
  have h1 := mul_le_mul_of_nonneg_left hx hs.le
  have h2 := mul_le_mul_of_nonneg_left hz ht.le
  have h3 := mul_le_mul_of_nonneg_left hq hL.le
  have c1 : s * log a + t * log a = log a := by rw [← add_mul, hst, one_mul]
  have c2 : s * log (2 * K * L) + t * log (2 * K * L) = log (2 * K * L) := by
    rw [← add_mul, hst, one_mul]
  have c3 : a * y = s * (a * x) + t * (a * z) := by
    rw [← hy]
    ring
  linarith
```

## One well and one barrier

Suppose that $r > 0$ and that two conditions hold:

- $f'(0) < 0$: the repulsion falls as the atoms begin to separate from $R=0$.
- $K\sqrt{2L/e} > a e^{-ar}$: at $r$, the inward pull of the Gaussian exceeds the outward push of the exponential.

Then $f'(0) < 0 < f'(r)$ and $f'(M) < 0$. By the intermediate value theorem $f'$ vanishes at some $R_1 \in (0,r)$ and some $R_2 \in (r,M)$. The concavity result fixes the sign everywhere else:

- If $f'(R) \ge 0$ for some $R < R_1$, then $f'(R_1) > 0$, because $R_1$ lies between $R$ and $r$. This contradicts $f'(R_1)=0$.
- Between the two zeros $f' > 0$.
- If $f'(R) \ge 0$ for some $R$ with $R_2 < R < M$, then $f'(R_2) > 0$, again a contradiction. From $M$ outwards the slope is negative anyway.

So $f$ falls, rises and falls again, with a local minimum at $R_1$ and a local maximum at $R_2$.

In the theorem, `h0` and `h` are the two conditions. `Ioo` denotes an open interval and `Icc` a closed one, while `Iic R₁` and `Ici R₂` are the half-lines up to $R_1$ and from $R_2$ on. The three monotonicity statements, proved as `A`, `B` and `C`, leave room for no further well or barrier. The last lines of the proof read the two extrema off from them.

```lean
/-- Let `a, K, L > 0` and let the inflection point `r` be positive. If the repulsion falls at
`R = 0` and `K √(2L/e) > a exp(-ar)`, it has a local minimum in `(0, r)` and a local maximum in
`(r, M)`; it falls up to the minimum, rises to the maximum and falls from there on. -/
theorem spurious_well {a K L M : ℝ} (ha : 0 < a) (hK : 0 < K) (hL : 0 < L)
    (hr : 0 < inflection L M) (h0 : deriv (coreRepulsion a K L M) 0 < 0)
    (h : a * exp (-a * inflection L M) < K * √(2 * L / exp 1)) :
    ∃ R₁ ∈ Ioo 0 (inflection L M), ∃ R₂ ∈ Ioo (inflection L M) M,
      IsLocalMin (coreRepulsion a K L M) R₁ ∧ IsLocalMax (coreRepulsion a K L M) R₂ ∧
      StrictAntiOn (coreRepulsion a K L M) (Iic R₁) ∧
      StrictMonoOn (coreRepulsion a K L M) (Icc R₁ R₂) ∧
      StrictAntiOn (coreRepulsion a K L M) (Ici R₂) := by
  have hd : ∀ R, deriv (coreRepulsion a K L M) R = slope a K L M R :=
    fun R => (hasDerivAt_coreRepulsion a K L M R).deriv
  have hf : Continuous (coreRepulsion a K L M) :=
    continuous_iff_continuousAt.2 fun R => (hasDerivAt_coreRepulsion a K L M R).continuousAt
  have hc : Continuous (fun R => slope a K L M R) := by
    unfold slope
    fun_prop
  have hrM : inflection L M < M := by
    have : 0 < 1 / √(2 * L) := by positivity
    unfold inflection
    linarith
  have hpos : 0 < slope a K L M (inflection L M) := by
    rw [slope_inflection a K M hL]
    linarith
  rw [hd] at h0
  -- the slope has a zero on each side of the inflection point
  obtain ⟨R₁, m₁, z₁⟩ := intermediate_value_Ioo hr.le hc.continuousOn ⟨h0, hpos⟩
  obtain ⟨R₂, m₂, z₂⟩ := intermediate_value_Ioo' hrM.le hc.continuousOn
    ⟨slope_neg_of_le ha hK hL le_rfl, hpos⟩
  simp only at z₁ z₂
  have A : StrictAntiOn (coreRepulsion a K L M) (Iic R₁) := by
    refine strictAntiOn_of_deriv_neg (convex_Iic R₁) hf.continuousOn fun R hR => ?_
    rw [interior_Iic, mem_Iio] at hR
    rw [hd]
    by_contra hn
    have := slope_pos_between ha hK hL hR m₁.2 hrM (not_lt.1 hn) hpos.le
    linarith
  have B : StrictMonoOn (coreRepulsion a K L M) (Icc R₁ R₂) := by
    refine strictMonoOn_of_deriv_pos (convex_Icc R₁ R₂) hf.continuousOn fun R hR => ?_
    rw [interior_Icc] at hR
    rw [hd]
    exact slope_pos_between ha hK hL hR.1 hR.2 m₂.2 z₁.ge z₂.ge
  have C : StrictAntiOn (coreRepulsion a K L M) (Ici R₂) := by
    refine strictAntiOn_of_deriv_neg (convex_Ici R₂) hf.continuousOn fun R hR => ?_
    rw [interior_Ici, mem_Ioi] at hR
    rw [hd]
    by_contra hn
    rcases lt_or_ge R M with hRM | hRM
    · have := slope_pos_between ha hK hL m₂.1 hR hRM hpos.le (not_lt.1 hn)
      linarith
    · exact hn (slope_neg_of_le ha hK hL hRM)
  have h12 : R₁ < R₂ := m₁.2.trans m₂.1
  refine ⟨R₁, m₁, R₂, m₂, ?_, ?_, A, B, C⟩
  · filter_upwards [Iio_mem_nhds h12] with R hR
    rcases le_total R R₁ with hle | hle
    · exact A.antitoneOn hle (mem_Iic.2 le_rfl) hle
    · exact B.monotoneOn ⟨le_rfl, h12.le⟩ ⟨hle, le_of_lt hR⟩ hle
  · filter_upwards [Ioi_mem_nhds h12] with R hR
    rcases le_total R R₂ with hle | hle
    · exact B.monotoneOn ⟨le_of_lt hR, hle⟩ ⟨h12.le, le_rfl⟩ hle
    · exact C.antitoneOn (mem_Ici.2 le_rfl) hle hle
```

The exponential alone has no minimum, so the well is due to the correction. Semiempirical methods such as AM1 and PM3 add Gaussians to their core repulsion; for the single-Gaussian model treated here with $r > 0$, the two inequalities together guarantee such a well, but a well can also occur when the second one fails. Whether the total energy of a molecule has a minimum there depends also on the electronic terms.

## A Gaussian too weak to make a well

Now let $K\sqrt{2L/e} \le a e^{-aM}$. For $R < M$ the bound on the Gaussian slope gives

$$f'(R) \le K\sqrt{2L/e} - a e^{-aR} < K\sqrt{2L/e} - a e^{-aM} \le 0,$$

and for $R \ge M$ the slope is negative as before. The repulsion is strictly decreasing. Between this condition and that of the previous theorem lies a range of $K$, $a e^{-aM} < K\sqrt{2L/e} \le a e^{-ar}$, about which neither theorem decides.

```lean
/-- For `a, K, L > 0`, a Gaussian so weak that `K √(2L/e) ≤ a exp(-aM)` leaves the repulsion
strictly decreasing at all distances. -/
theorem no_well_of_weak {a K L M : ℝ} (ha : 0 < a) (hK : 0 < K) (hL : 0 < L)
    (h : K * √(2 * L / exp 1) ≤ a * exp (-a * M)) : StrictAnti (coreRepulsion a K L M) := by
  refine strictAnti_of_deriv_neg fun R => ?_
  rw [(hasDerivAt_coreRepulsion a K L M R).deriv]
  rcases lt_or_ge R M with hR | hR
  · have h1 := gaussian_slope_le hK hL M R
    have h2 : exp (-a * M) < exp (-a * R) := exp_lt_exp.2 (by nlinarith)
    have h3 := mul_lt_mul_of_pos_left h2 ha
    unfold slope
    linarith
  · exact slope_neg_of_le ha hK hL hR
```

## An explicit case

Take $a = K = 1$ and $L = M = 2$, so that $r = 2 - \tfrac12 = \tfrac32$. The slope at the origin is $8e^{-8} - 1$, which is negative because $e^8 \ge 9$. The second condition reads $2e^{-1/2} > e^{-3/2}$; it holds because $e^{-1/2} \ge \tfrac12$ makes the left side at least $1$, while the right side is below $1$. The repulsion $e^{-R} + e^{-2(R-2)^2}$ therefore has a well in $(0,\tfrac32)$ and a barrier in $(\tfrac32,2)$.

```lean
/-- The repulsion `exp(-R) + exp(-2(R-2)²)` has a local minimum in `(0, 3/2)` and a local
maximum in `(3/2, 2)`. -/
theorem spurious_well_witness :
    (∃ R ∈ Ioo (0 : ℝ) (3 / 2), IsLocalMin (coreRepulsion 1 1 2 2) R) ∧
      ∃ R ∈ Ioo (3 / 2 : ℝ) 2, IsLocalMax (coreRepulsion 1 1 2 2) R := by
  have hs : √((2 : ℝ) * 2) = 2 := Real.sqrt_mul_self (by norm_num)
  have hr : inflection 2 2 = 3 / 2 := by
    unfold inflection
    rw [hs]
    norm_num
  have h0 : deriv (coreRepulsion 1 1 2 2) 0 < 0 := by
    rw [(hasDerivAt_coreRepulsion 1 1 2 2 0).deriv]
    unfold slope
    rw [show (-2 : ℝ) * (0 - 2) ^ 2 = -8 by norm_num, show (-1 : ℝ) * 0 = 0 by norm_num, exp_zero]
    have h1 : exp (-8) * exp 8 = 1 := by
      rw [← exp_add]
      norm_num
    have h2 := add_one_le_exp (8 : ℝ)
    nlinarith [exp_pos (-8), mul_nonneg (exp_pos (-8)).le (sub_nonneg.2 h2)]
  have h1 : 1 * exp (-1 * inflection 2 2) < 1 * √(2 * 2 / exp 1) := by
    rw [hr, sqrt_div_e (by norm_num), hs]
    have h2 : exp (-1 * (3 / 2)) < 1 := Real.exp_lt_one_iff.2 (by norm_num)
    have h3 := add_one_le_exp (-1 / 2 : ℝ)
    linarith
  obtain ⟨R₁, m₁, R₂, m₂, hmin, hmax, -⟩ := spurious_well one_pos one_pos two_pos
    (by rw [hr]; norm_num) h0 h1
  rw [hr] at m₁ m₂
  exact ⟨⟨R₁, m₁, hmin⟩, R₂, m₂, hmax⟩

end

end GaussianCoreCorrection
```

```lean
#print axioms GaussianCoreCorrection.hasDerivAt_coreRepulsion
-- 'GaussianCoreCorrection.hasDerivAt_coreRepulsion' depends on axioms: [propext, Classical.choice, Quot.sound]
#print axioms GaussianCoreCorrection.spurious_well
-- 'GaussianCoreCorrection.spurious_well' depends on axioms: [propext, Classical.choice, Quot.sound]
#print axioms GaussianCoreCorrection.no_well_of_weak
-- 'GaussianCoreCorrection.no_well_of_weak' depends on axioms: [propext, Classical.choice, Quot.sound]
```
